# Weights one and two for summing an even function over a one-dimensional k-mesh

The mesh is modelled as the cyclic group `ZMod N`: the element $k$ stands for the Bloch phase $2\pi k/N$ per unit cell, and adding a reciprocal lattice vector changes nothing. This makes the mesh one-dimensional and puts a point at the zone centre. Time reversal acts on it as $k\mapsto -k$.

Let $g$ be a quantity sampled on this mesh with $g(-k)=g(k)$. Then

$$\sum_k g(k)=g(0)+2\sum_{r=1}^{p}g(r)\qquad (N=2p+1),$$

$$\sum_k g(k)=g(0)+g(p)+2\sum_{r=1}^{p-1}g(r)\qquad (N=2p,\ p\ge 1).$$

Sums with no terms are zero, so $N=1$ gives $g(0)$ and $N=2$ gives $g(0)+g(1)$. These are sums; a Brillouin-zone average needs a further factor $1/N$.

## Halving the k-point list

On this mesh, a code that diagonalises only one point of each pair $\pm k$ can use these weights to sum an even quantity. For an independent-particle Hamiltonian with the symmetry below, they let a band-energy sum at fixed chemical potential and smearing be computed from $p+1$ diagonalisations instead of $N$. That is about half when $N$ is large, and no saving for $N=1$ or $N=2$.

The zone boundary needs care. On an even mesh $p$ and $-p$ are the same point, so it must be counted once. For $N=4$ and $g=1$, giving it weight two yields $1+2+2=5$ instead of $4$. This is the result of using the odd-mesh formula, whose doubled sum runs over `Icc 1 p` and includes $p$, on an even mesh. The even-mesh formula has $g(p)$ as a separate term and doubles only the sum over `Ico 1 p`, which excludes $p$.

Evenness matters just as much. Take $N=3$ with $g(0)=0$, $g(1)=1$ and $g(-1)=-1$, the sign pattern of a band velocity. The full sum is $0$, but the reduced formula gives $2$.

## Pairing the points r and −r

Label the mesh points by $0,\dots,N-1$ and split off the centre:

$$\sum_k g(k)=g(0)+\sum_{r=1}^{N-1}g(r).$$

Since $N-r$ and $-r$ are the same mesh point, substituting $s=N-r$ gives, for $a+b=N+1$,

$$\sum_{r=1}^{a-1}g(-r)=\sum_{s=b}^{N-1}g(s).$$

For $N=2p+1$, take $a=b=p+1$. The points $p+1,\dots,2p$ are then the reversed points of $1,\dots,p$, and

$$\sum_k g(k)=g(0)+\sum_{r=1}^{p}\bigl[g(r)+g(-r)\bigr].$$

For $N=2p$, isolate the point $p$ and take $a=p$, $b=p+1$:

$$\sum_k g(k)=g(0)+g(p)+\sum_{r=1}^{p-1}\bigl[g(r)+g(-r)\bigr].$$

Neither pairing formula uses any symmetry. Evenness turns each bracket into $2g(r)$, which gives the reduced sums.

On the even mesh, $-k=k$ means that $2k$ is a multiple of $2p$. Among the representatives $0,\dots,2p-1$ this leaves only $0$ and $p$, the two points of weight one.

## Evenness from the Bloch Hamiltonian

Let $H(k)$ be a finite Hermitian matrix with $H(-k)=\overline{H(k)}$. This condition stands for spinless time reversal in an orthonormal basis of real orbitals, where the eigenvalues of $H(k)$ are the band energies. Entry by entry,

$$H(-k)_{ij}=\overline{H(k)_{ij}}=H(k)_{ji},$$

so $H(-k)=H(k)^{T}$. A matrix and its transpose have the same characteristic polynomial, hence

$$\det\bigl(x-H(-k)\bigr)=\det\bigl(x-H(k)\bigr).$$

Any quantity computed from this polynomial by a rule that is the same at every $k$ is therefore even.

Hermiticity is needed here. The $1\times1$ matrices $H(0)=0$, $H(1)=i$, $H(-1)=-i$ on three points satisfy the conjugation condition, but their polynomials at $\pm1$ are $x-i$ and $x+i$.

A chain with two sites per cell, real hopping $v$ within a cell and real hopping $w$ between cells satisfies both conditions:

$$H(k)=\begin{pmatrix}0&v+we^{-2\pi ik/N}\\ v+we^{2\pi ik/N}&0\end{pmatrix}.$$

It is Hermitian, and reversing $k$ conjugates the phases while leaving $v$ and $w$ alone.

## The Lean file

```lean
import Mathlib

open Finset

namespace TimeReversalReduction

variable {M : Type*} [AddCommMonoid M]

/-- The sum over a periodic mesh of `N` points is the zone-centre term plus the terms
at the mesh points `1, ..., N - 1`. -/
theorem sum_mesh_eq_center_add (N : ℕ) [NeZero N] (g : ZMod N → M) :
    ∑ k, g k = g 0 + ∑ r ∈ Ico 1 N, g (r : ZMod N) := by
  -- label each mesh point by its representative in `0, ..., N - 1`
  have h : ∑ k, g k = ∑ r ∈ range N, g (r : ZMod N) := by
    refine Finset.sum_nbij' (fun k => k.val) (fun r => (r : ZMod N)) ?_ ?_ ?_ ?_ ?_
    · intro k _
      exact Finset.mem_range.mpr (ZMod.val_lt k)
    · intro r _
      exact Finset.mem_univ _
    · intro k _
      exact ZMod.natCast_zmod_val k
    · intro r hr
      show (r : ZMod N).val = r
      rw [ZMod.val_natCast, Nat.mod_eq_of_lt (Finset.mem_range.mp hr)]
    · intro k _
      exact congrArg g (ZMod.natCast_zmod_val k).symm
  rw [h, Finset.range_eq_Ico,
    Finset.sum_eq_sum_Ico_succ_bot (Nat.pos_of_ne_zero (NeZero.ne N))]
  simp only [Nat.cast_zero, zero_add]

/-- Summing over the reversed points `-1, ..., -(a - 1)` is the same as summing over the
upper part `b, ..., N - 1` of the mesh, where `a + b = N + 1`. -/
theorem sum_reversed_eq_upper (N a b : ℕ) (hab : a + b = N + 1) (g : ZMod N → M) :
    ∑ r ∈ Ico 1 a, g (-(r : ZMod N)) = ∑ r ∈ Ico b N, g (r : ZMod N) := by
  refine Finset.sum_nbij' (fun r => N - r) (fun r => N - r) ?_ ?_ ?_ ?_ ?_
  · intro r hr
    simp only [Finset.mem_Ico] at *
    omega
  · intro r hr
    simp only [Finset.mem_Ico] at *
    omega
  · intro r hr
    simp only [Finset.mem_Ico] at *
    omega
  · intro r hr
    simp only [Finset.mem_Ico] at *
    omega
  · intro r hr
    have hr' : r ≤ N := by
      simp only [Finset.mem_Ico] at hr
      omega
    -- `N - r` and `-r` are the same point of the periodic mesh
    have hc : ((N - r : ℕ) : ZMod N) = -(r : ZMod N) := by
      rw [Nat.cast_sub hr', ZMod.natCast_self, zero_sub]
    exact congrArg g hc.symm

/-- On an odd mesh, the sum of any quantity is its value at the zone centre plus the sum
over the pairs `r, -r` with `1 ≤ r ≤ p`. -/
theorem sum_pairs_odd (p : ℕ) (g : ZMod (2 * p + 1) → M) :
    ∑ k, g k = g 0 + ∑ r ∈ Icc 1 p,
      (g (r : ZMod (2 * p + 1)) + g (-(r : ZMod (2 * p + 1)))) := by
  have hI : Icc 1 p = Ico 1 (p + 1) := by
    ext r
    simp only [Finset.mem_Icc, Finset.mem_Ico]
    omega
  rw [sum_mesh_eq_center_add, hI, Finset.sum_add_distrib,
    sum_reversed_eq_upper (2 * p + 1) (p + 1) (p + 1) (by omega) g,
    Finset.sum_Ico_consecutive _ (by omega) (by omega)]

/-- On an even mesh, the sum of any quantity is its values at the zone centre and at the
zone boundary `p` plus the sum over the pairs `r, -r` with `1 ≤ r < p`. -/
theorem sum_pairs_even (p : ℕ) [NeZero (2 * p)] (g : ZMod (2 * p) → M) :
    ∑ k, g k = g 0 + g (p : ZMod (2 * p)) + ∑ r ∈ Ico 1 p,
      (g (r : ZMod (2 * p)) + g (-(r : ZMod (2 * p)))) := by
  have hp : 2 * p ≠ 0 := NeZero.ne _
  -- cut the mesh at the zone boundary and isolate that point
  have h1 := Finset.sum_Ico_consecutive (fun r : ℕ => g (r : ZMod (2 * p)))
    (show 1 ≤ p by omega) (show p ≤ 2 * p by omega)
  have h2 := Finset.sum_eq_sum_Ico_succ_bot (show p < 2 * p by omega)
    (fun r : ℕ => g (r : ZMod (2 * p)))
  rw [sum_mesh_eq_center_add, ← h1, h2, Finset.sum_add_distrib,
    sum_reversed_eq_upper (2 * p) p (p + 1) (by omega) g]
  abel

/-- Time-reversal reduction on an odd mesh: for an even quantity the zone centre has
weight one and the points `1, ..., p` have weight two. -/
theorem sum_reduced_odd (p : ℕ) (g : ZMod (2 * p + 1) → M) (hg : ∀ k, g (-k) = g k) :
    ∑ k, g k = g 0 + 2 • ∑ r ∈ Icc 1 p, g (r : ZMod (2 * p + 1)) := by
  rw [sum_pairs_odd]
  simp only [hg, Finset.sum_add_distrib, two_nsmul]

/-- Time-reversal reduction on an even mesh: for an even quantity the zone centre and the
zone boundary have weight one and the points `1, ..., p - 1` have weight two. -/
theorem sum_reduced_even (p : ℕ) [NeZero (2 * p)] (g : ZMod (2 * p) → M)
    (hg : ∀ k, g (-k) = g k) :
    ∑ k, g k = g 0 + g (p : ZMod (2 * p)) + 2 • ∑ r ∈ Ico 1 p, g (r : ZMod (2 * p)) := by
  rw [sum_pairs_even]
  simp only [hg, Finset.sum_add_distrib, two_nsmul]

/-- On an even mesh the points mapped to themselves by `k ↦ -k` are exactly the zone
centre and the zone boundary. -/
theorem reversal_invariant_iff (p : ℕ) [NeZero (2 * p)] (k : ZMod (2 * p)) :
    -k = k ↔ k = 0 ∨ k = (p : ZMod (2 * p)) := by
  have hp : 2 * p ≠ 0 := NeZero.ne _
  rw [ZMod.neg_eq_self_iff]
  refine or_congr Iff.rfl ⟨fun h => ?_, fun h => ?_⟩
  · have hv : k.val = p := by omega
    have hk := ZMod.natCast_zmod_val k
    rw [hv] at hk
    exact hk.symm
  · rw [h, ZMod.val_natCast, Nat.mod_eq_of_lt (by omega)]

/-- If a Hermitian Bloch Hamiltonian satisfies `H(-k) = conj H(k)`, then `H(-k)` and `H(k)`
have the same characteristic polynomial. -/
theorem charpoly_reversed {N : ℕ} {n : Type*} [Fintype n] [DecidableEq n]
    (H : ZMod N → Matrix n n ℂ) (hH : ∀ k, (H k).IsHermitian)
    (hT : ∀ k, H (-k) = (H k).map (starRingEnd ℂ)) (k : ZMod N) :
    (H (-k)).charpoly = (H k).charpoly := by
  -- for a Hermitian matrix, complex conjugation is transposition
  have h : H (-k) = (H k).transpose := by
    rw [hT k]
    ext i j
    exact (hH k).apply j i
  rw [h, Matrix.charpoly_transpose]

/-- For a Hermitian Bloch Hamiltonian with `H(-k) = conj H(k)` on an even mesh, the sum of any
quantity `F` computed from the characteristic polynomial reduces to the points `0, ..., p`. -/
theorem spectral_sum_reduced_even (p : ℕ) [NeZero (2 * p)] {n : Type*} [Fintype n]
    [DecidableEq n] (H : ZMod (2 * p) → Matrix n n ℂ) (hH : ∀ k, (H k).IsHermitian)
    (hT : ∀ k, H (-k) = (H k).map (starRingEnd ℂ)) (F : Polynomial ℂ → M) :
    ∑ k, F (H k).charpoly = F (H 0).charpoly + F (H (p : ZMod (2 * p))).charpoly
      + 2 • ∑ r ∈ Ico 1 p, F (H (r : ZMod (2 * p))).charpoly :=
  sum_reduced_even p (fun k => F (H k).charpoly)
    (fun k => congrArg F (charpoly_reversed H hH hT k))

/-- Bloch Hamiltonian of a chain with two sites per cell and real hoppings `v` within a cell
and `w` between neighbouring cells. -/
noncomputable def chainBloch (N : ℕ) [NeZero N] (v w : ℝ) (k : ZMod N) :
    Matrix (Fin 2) (Fin 2) ℂ :=
  !![0, v + w * (starRingEnd ℂ) (ZMod.stdAddChar k); v + w * ZMod.stdAddChar k, 0]

/-- The two-site chain has a Hermitian Bloch Hamiltonian with `H(-k) = conj H(k)`. -/
theorem chainBloch_witness (N : ℕ) [NeZero N] (v w : ℝ) (k : ZMod N) :
    (chainBloch N v w k).IsHermitian ∧
      chainBloch N v w (-k) = (chainBloch N v w k).map (starRingEnd ℂ) := by
  constructor
  · refine Matrix.IsHermitian.ext fun i j => ?_
    fin_cases i <;> fin_cases j <;> simp [chainBloch]
  · -- reversing `k` conjugates the Bloch phase
    have h := AddChar.map_neg_eq_conj (ZMod.stdAddChar (N := N)) k
    ext i j
    fin_cases i <;> fin_cases j <;> simp [chainBloch, h]

end TimeReversalReduction
```

```lean
#print axioms TimeReversalReduction.sum_reduced_odd
#print axioms TimeReversalReduction.sum_reduced_even
#print axioms TimeReversalReduction.reversal_invariant_iff
#print axioms TimeReversalReduction.spectral_sum_reduced_even
```

```
'TimeReversalReduction.sum_reduced_odd' depends on axioms: [propext, Classical.choice, Quot.sound]
'TimeReversalReduction.sum_reduced_even' depends on axioms: [propext, Classical.choice, Quot.sound]
'TimeReversalReduction.reversal_invariant_iff' depends on axioms: [propext, Classical.choice, Quot.sound]
'TimeReversalReduction.spectral_sum_reduced_even' depends on axioms: [propext, Classical.choice, Quot.sound]
```

## Reading the theorems and their proofs

The values of `g` lie in `M`, an additive commutative monoid, so they may be numbers, vectors or matrices; `2 • x` means $x+x$. The hypothesis `hg` is evenness. `NeZero (2 * p)` expresses $p\ge1$ and excludes `ZMod 0`, which is the infinite set of integers.

`sum_mesh_eq_center_add` matches mesh points with their representatives and removes the first term. `sum_reversed_eq_upper` is the substitution $s=N-r$: `omega` checks the interval bounds, and `hc` identifies $N-r$ with $-r$. `sum_pairs_odd` and `sum_pairs_even` join the intervals, and `sum_reduced_odd` and `sum_reduced_even` insert `hg`. `reversal_invariant_iff` identifies the self-paired points.

In `charpoly_reversed`, `hH` is Hermiticity and `hT` the conjugation condition; the proof first obtains the transpose, then applies `Matrix.charpoly_transpose`. `spectral_sum_reduced_even` feeds the result into the even-mesh formula, with `F` as the rule applied to the polynomial. `chainBloch_witness` checks both hypotheses for the chain entry by entry, with `ZMod.stdAddChar k` as the phase $e^{2\pi ik/N}$.

## Meshes and quantities covered

The theorems concern exact sums on a one-dimensional mesh containing the zone centre. Shifted meshes, three-dimensional meshes, convergence with $N$ and floating-point error are not treated. The spectral sum is stated for even $N$ only, and `hT` does not describe spin-orbit coupling, where time reversal also rotates the spin.

Quantities built from eigenvectors need their own check of evenness. A k-resolved density matrix that satisfies $P(-k)=\overline{P(k)}$ is in general not even, so doubling $P(r)$ is wrong. The pairing formulas still apply, with $P(r)+\overline{P(r)}$ as the contribution of each pair.
